# Fluctuation formula for the heat capacity of a finite alloy model at constant mean composition

Let an alloy have finitely many configurations \(s\), with energy \(E(s)\), composition variable \(N(s)\) and statistical weight \(e^{-\beta E(s)+\nu N(s)}\). Then

\[
\frac{\partial\langle N\rangle}{\partial\nu}=\operatorname{Var}N,\qquad
\frac{\partial\langle N\rangle}{\partial\beta}=-\operatorname{Cov}(E,N).
\]

If a differentiable \(\nu(\beta)\) keeps \(\langle N\rangle\) constant near the given \(\beta\), and \(\operatorname{Var}N>0\) there, then

\[
\frac{d\langle E\rangle}{d\beta}=-\left(\operatorname{Var}E-\frac{\operatorname{Cov}(E,N)^2}{\operatorname{Var}N}\right)\le 0 .
\]

With \(\beta=1/(kT)\), division of the bracket by \(kT^2\) gives the heat capacity at constant mean composition. For a finite configurational model, semi-grand-canonical Monte Carlo can therefore estimate this heat capacity from fluctuations at a single state point.

## The semi-grand-canonical ensemble

The configurations form a finite type `S`, for instance the occupations of a finite simulation cell. The observables are arbitrary real functions on it.

```lean
import Mathlib

open Filter Topology

namespace AlloyFixedComposition

noncomputable section

variable {S : Type*} [Fintype S]
```

\(N\) may count the atoms of one species in a binary alloy with a fixed number of sites. The parameter \(\nu\) is then \(\beta\) times the chemical potential difference \(\mu\), and the weight is

\[
w(s)=e^{-\beta E(s)+\nu N(s)} .
\]

The \(\beta\)-derivative of \(\langle N\rangle\) above is taken at fixed \(\nu\), not at fixed \(\mu\).

```lean
/-- Semi-grand-canonical weight `exp(-β E + ν N)` of a configuration. -/
def weight (E N : S → ℝ) (β ν : ℝ) (s : S) : ℝ := Real.exp (-β * E s + ν * N s)
```

The weights add up to the partition function \(Z=\sum_s w(s)\).

```lean
/-- The partition function, the sum of all weights. -/
def partitionZ (E N : S → ℝ) (β ν : ℝ) : ℝ := ∑ s, weight E N β ν s
```

The average of an observable \(A\) is \(\langle A\rangle=Z^{-1}\sum_s A(s)\,w(s)\).

```lean
/-- The ensemble average of an observable `A`. -/
def avg (E N : S → ℝ) (β ν : ℝ) (A : S → ℝ) : ℝ :=
  (∑ s, A s * weight E N β ν s) / partitionZ E N β ν
```

The covariance is \(\operatorname{Cov}(A,B)=\langle AB\rangle-\langle A\rangle\langle B\rangle\), and \(\operatorname{Var}A=\operatorname{Cov}(A,A)\).

```lean
/-- The ensemble covariance of `A` and `B`; the variance of `A` is `cov E N β ν A A`. -/
def cov (E N : S → ℝ) (β ν : ℝ) (A B : S → ℝ) : ℝ :=
  avg E N β ν (fun s => A s * B s) - avg E N β ν A * avg E N β ν B
```

The bracket in the energy derivative gets its own name, the reduced variance

\[
R=\operatorname{Var}E-\frac{\operatorname{Cov}(E,N)^2}{\operatorname{Var}N}.
\]

```lean
/-- The reduced energy variance `Var E - Cov(E,N)²/Var N`. -/
def reducedVar (E N : S → ℝ) (β ν : ℝ) : ℝ :=
  cov E N β ν E E - cov E N β ν E N ^ 2 / cov E N β ν N N
```

The states are configurations only, and their energies do not depend on temperature. Kinetic contributions and temperature-dependent effective energies are not included.

## Variances and the covariance inequality

Averages are linear, because constants can be taken out of the sum over configurations:

\[
\langle aA+bB+cC\rangle=a\langle A\rangle+b\langle B\rangle+c\langle C\rangle .
\]

```lean
/-- Ensemble averages are linear in the observable, written for three terms. -/
theorem avg_linear (E N : S → ℝ) (β ν a b c : ℝ) (A B C : S → ℝ) :
    avg E N β ν (fun s => a * A s + b * B s + c * C s)
      = a * avg E N β ν A + b * avg E N β ν B + c * avg E N β ν C := by
  simp only [avg, add_mul, Finset.sum_add_distrib, mul_assoc, ← Finset.mul_sum]
  ring
```

Linearity gives \(\langle(A-cB)^2\rangle=\langle A^2\rangle-2c\langle AB\rangle+c^2\langle B^2\rangle\). Subtracting \((\langle A\rangle-c\langle B\rangle)^2\) yields

\[
\operatorname{Var}(A-cB)=\operatorname{Var}A-2c\operatorname{Cov}(A,B)+c^2\operatorname{Var}B .
\]

In the proof, `h1` is the expanded mean square and `h2` the expanded mean.

```lean
/-- The variance of `A - c B`, expanded in powers of `c`. -/
theorem var_sub_mul (E N : S → ℝ) (β ν c : ℝ) (A B : S → ℝ) :
    cov E N β ν (fun s => A s - c * B s) (fun s => A s - c * B s)
      = cov E N β ν A A - 2 * c * cov E N β ν A B + c ^ 2 * cov E N β ν B B := by
  have h1 : avg E N β ν (fun s => (A s - c * B s) * (A s - c * B s))
      = 1 * avg E N β ν (fun s => A s * A s) + (-2 * c) * avg E N β ν (fun s => A s * B s)
        + c ^ 2 * avg E N β ν (fun s => B s * B s) := by
    rw [← avg_linear]
    congr 1
    funext s
    ring
  have h2 : avg E N β ν (fun s => A s - c * B s)
      = 1 * avg E N β ν A + (-c) * avg E N β ν B + 0 * avg E N β ν B := by
    rw [← avg_linear]
    congr 1
    funext s
    ring
  simp only [cov]
  rw [h1, h2]
  ring
```

From here on there is at least one configuration. Every exponential is positive, hence \(Z>0\).

```lean
variable [Nonempty S]

/-- The partition function is positive. -/
theorem partitionZ_pos (E N : S → ℝ) (β ν : ℝ) : 0 < partitionZ E N β ν :=
  Finset.sum_pos (fun _ _ => Real.exp_pos _) Finset.univ_nonempty
```

It follows that \(\langle1\rangle=1\). With \(m=\langle A\rangle\),

\[
\langle(A-m)^2\rangle=\langle A^2\rangle-2m^2+m^2=\operatorname{Var}A ,
\]

which is `hv` in the proof. The left side is a sum of nonnegative terms divided by \(Z\), so \(\operatorname{Var}A\ge0\). If it vanishes, every term vanishes, and since all weights are positive, \(A(s)=m\) for every \(s\). Conversely, a constant observable equals its mean and has zero variance.

```lean
/-- A variance is nonnegative, and it vanishes exactly when the observable takes the same
value in all configurations. -/
theorem var_nonneg_and_eq_zero_iff (E N : S → ℝ) (β ν : ℝ) (A : S → ℝ) :
    0 ≤ cov E N β ν A A ∧ (cov E N β ν A A = 0 ↔ ∃ c, ∀ s, A s = c) := by
  have hZ := partitionZ_pos E N β ν
  have h1 : avg E N β ν (fun _ => 1) = 1 := by
    simp only [avg, one_mul]
    exact div_self hZ.ne'
  have e : ∀ m : ℝ, avg E N β ν (fun s => (A s - m) ^ 2)
      = 1 * avg E N β ν (fun s => A s * A s) + (-2 * m) * avg E N β ν A
        + m ^ 2 * avg E N β ν (fun _ => 1) := by
    intro m
    rw [← avg_linear]
    congr 1
    funext s
    ring
  -- the variance is the mean squared deviation
  have hv : cov E N β ν A A = avg E N β ν (fun s => (A s - avg E N β ν A) ^ 2) := by
    rw [e, h1]
    simp only [cov]
    ring
  have hpos : ∀ s ∈ Finset.univ, 0 ≤ (A s - avg E N β ν A) ^ 2 * weight E N β ν s :=
    fun s _ => mul_nonneg (sq_nonneg _) (Real.exp_pos _).le
  refine ⟨hv ▸ div_nonneg (Finset.sum_nonneg hpos) hZ.le, fun h => ?_, ?_⟩
  · rw [hv] at h
    have hs := (div_eq_zero_iff.1 h).resolve_right hZ.ne'
    refine ⟨avg E N β ν A, fun s => ?_⟩
    have h3 := (Finset.sum_eq_zero_iff_of_nonneg hpos).1 hs s (Finset.mem_univ s)
    have h4 := (mul_eq_zero.1 h3).resolve_right (Real.exp_pos _).ne'
    exact sub_eq_zero.1 ((pow_eq_zero_iff two_ne_zero).1 h4)
  · rintro ⟨c, hc⟩
    have hm : avg E N β ν A = c := by
      simp only [avg, hc, ← Finset.mul_sum]
      exact mul_div_cancel_right₀ c hZ.ne'
    rw [hv, hm]
    simp [avg, hc]
```

Write \(U=\operatorname{Var}A\), \(C=\operatorname{Cov}(A,B)\) and \(V=\operatorname{Var}B>0\). Choosing \(c=C/V\) removes from \(A\) the part that follows \(B\) linearly:

\[
0\le\operatorname{Var}\!\left(A-\tfrac{C}{V}B\right)=U-\frac{2C^2}{V}+\frac{C^2}{V}=\frac{UV-C^2}{V}.
\]

Thus \(C^2\le UV\). Equality makes \(A-(C/V)B\) constant, so \(A\) is an affine function of \(B\). Conversely, if \(A=a+cB\), then \(\operatorname{Var}(A-cB)=0\), which gives \(U=2cC-c^2V\) and

\[
UV=C^2-(C-cV)^2\le C^2 .
\]

Together with \(C^2\le UV\) this is equality. The `generalize` lines introduce the same three letters, and `hq` is the algebra for \(c=C/V\).

```lean
/-- If `B` fluctuates, the squared covariance is at most the product of the variances, with equality
exactly when `A` is an affine function of `B`. -/
theorem cov_sq_le_and_eq_iff (E N : S → ℝ) (β ν : ℝ) (A B : S → ℝ)
    (hB : 0 < cov E N β ν B B) :
    cov E N β ν A B ^ 2 ≤ cov E N β ν A A * cov E N β ν B B ∧
    (cov E N β ν A B ^ 2 = cov E N β ν A A * cov E N β ν B B ↔
      ∃ a c, ∀ s, A s = a + c * B s) := by
  have hvar := fun c : ℝ => var_nonneg_and_eq_zero_iff E N β ν (fun s => A s - c * B s)
  simp only [var_sub_mul] at hvar
  generalize cov E N β ν A A = U at hvar ⊢
  generalize cov E N β ν A B = C at hvar ⊢
  generalize cov E N β ν B B = V at hB hvar ⊢
  have hne := hB.ne'
  -- remove from `A` the part that follows `B`
  have hq : U - 2 * (C / V) * C + (C / V) ^ 2 * V = (U * V - C ^ 2) / V := by
    field_simp
    ring
  have hr := hvar (C / V)
  rw [hq] at hr
  have hle : C ^ 2 ≤ U * V := by
    have h := mul_nonneg hr.1 hB.le
    rw [div_mul_cancel₀ _ hne] at h
    linarith
  refine ⟨hle, fun h => ?_, ?_⟩
  · obtain ⟨a, ha⟩ := hr.2.1 (by rw [h, sub_self, zero_div])
    exact ⟨a, C / V, fun s => by linarith [ha s]⟩
  · rintro ⟨a, c, h⟩
    have h0 := (hvar c).2.2 ⟨a, fun s => by rw [h s]; ring⟩
    have h5 : U * V = C ^ 2 - (C - c * V) ^ 2 := by linear_combination V * h0
    exact le_antisymm hle (by linarith [sq_nonneg (C - c * V)])
```

## Differentiating an average along a path

Let \(\beta=b(t)\) and \(\nu=n(t)\) be differentiable at \(t\), with derivatives \(b'\) and \(n'\). Each weight obeys

\[
\frac{dw}{dt}=w\,(-b'E+n'N).
\]

Summing over configurations gives the derivatives of the numerator \(\sum_s A\,w\) and of \(Z\). The quotient rule then gives

\[
\begin{aligned}
\frac{d\langle A\rangle}{dt}
&=\langle A(-b'E+n'N)\rangle-\langle A\rangle\langle-b'E+n'N\rangle\\
&=-b'\operatorname{Cov}(E,A)+n'\operatorname{Cov}(N,A).
\end{aligned}
\]

In Lean, `HasDerivAt f f' t` says that `f` is differentiable at `t` with derivative `f'`. The facts `hw`, `hA` and `hP` are the derivatives of the weight, the numerator and \(Z\). The identity `e` separates the energy and composition parts, and `field_simp` with `ring` collects the quotient into covariances.

```lean
/-- Fluctuation formula for the change of any average `⟨A⟩` along a differentiable path
in the plane of `β` and `ν`. -/
theorem hasDerivAt_avg_path (E N : S → ℝ) {b n : ℝ → ℝ} {b' n' t : ℝ}
    (hb : HasDerivAt b b' t) (hn : HasDerivAt n n' t) (A : S → ℝ) :
    HasDerivAt (fun x => avg E N (b x) (n x) A)
      (-b' * cov E N (b t) (n t) E A + n' * cov E N (b t) (n t) N A) t := by
  have hZ := (partitionZ_pos E N (b t) (n t)).ne'
  have hw : ∀ s, HasDerivAt (fun x => weight E N (b x) (n x) s)
      (weight E N (b t) (n t) s * (-b' * E s + n' * N s)) t := fun s =>
    ((hb.fun_neg.mul_const (E s)).fun_add (hn.mul_const (N s))).exp
  have hA : HasDerivAt (fun x => ∑ s, A s * weight E N (b x) (n x) s)
      (∑ s, A s * (weight E N (b t) (n t) s * (-b' * E s + n' * N s))) t :=
    HasDerivAt.fun_sum fun s _ => (hw s).const_mul (A s)
  have hP : HasDerivAt (fun x => partitionZ E N (b x) (n x))
      (∑ s, weight E N (b t) (n t) s * (-b' * E s + n' * N s)) t :=
    HasDerivAt.fun_sum fun s _ => hw s
  have h : HasDerivAt (fun x => avg E N (b x) (n x) A) _ t := hA.fun_div hP hZ
  refine h.congr_deriv ?_
  -- each differentiated sum splits into an energy part and a composition part
  have e : ∀ B : S → ℝ, ∑ s, B s * (weight E N (b t) (n t) s * (-b' * E s + n' * N s))
      = -b' * ∑ s, E s * B s * weight E N (b t) (n t) s
        + n' * ∑ s, N s * B s * weight E N (b t) (n t) s := by
    intro B
    rw [Finset.mul_sum, Finset.mul_sum, ← Finset.sum_add_distrib]
    exact Finset.sum_congr rfl fun s _ => by ring
  have e1 := e fun _ => 1
  simp only [one_mul, mul_one] at e1
  rw [e A, e1]
  simp only [cov, avg]
  field_simp
  ring
```

The two partial derivatives are special paths with \(A=N\). Constant \(\beta\) means \(b'=0\), \(n'=1\) and gives \(\operatorname{Var}N\). Constant \(\nu\) means \(b'=1\), \(n'=0\) and gives \(-\operatorname{Cov}(E,N)\).

```lean
/-- The partial derivatives of `⟨N⟩` are `Var N` in `ν` and `-Cov(E,N)` in `β`. -/
theorem partial_derivatives_composition (E N : S → ℝ) (β ν : ℝ) :
    HasDerivAt (fun x => avg E N β x N) (cov E N β ν N N) ν ∧
    HasDerivAt (fun b => avg E N b ν N) (-cov E N β ν E N) β :=
  ⟨(hasDerivAt_avg_path E N (hasDerivAt_const ν β) (hasDerivAt_id' ν) N).congr_deriv
      (by ring),
    (hasDerivAt_avg_path E N (hasDerivAt_id' β) (hasDerivAt_const β ν) N).congr_deriv
      (by ring)⟩
```

## Holding the mean composition constant

Now take \(\beta\) itself as the path parameter and let \(\nu\) depend on it. Since \(\langle N\rangle\) keeps the value \(x\) near \(\beta\), its derivative is zero:

\[
0=-\operatorname{Cov}(E,N)+\frac{d\nu}{d\beta}\operatorname{Var}N,
\qquad
\frac{d\nu}{d\beta}=\frac{\operatorname{Cov}(E,N)}{\operatorname{Var}N}.
\]

The division needs \(\operatorname{Var}N>0\): the composition must fluctuate if \(\nu\) is to control it. Inserting the slope into the path formula with \(A=E\) gives

\[
\frac{d\langle E\rangle}{d\beta}
=-\operatorname{Var}E+\frac{d\nu}{d\beta}\operatorname{Cov}(N,E)=-R .
\]

The covariance inequality gives \(R\ge0\), and its equality case shows that \(R=0\) exactly when \(E\) is an affine function of \(N\).

The theorem takes the differentiable path as given, through `hν`, and does not construct it. The hypothesis `hN` requires constant composition only in some neighbourhood of \(\beta\). What is constant is the mean: individual configurations still differ in \(N\), unlike in a canonical simulation, where \(N\) has one prescribed value.

In the proof, `unique` equates the fluctuation formula for \(d\langle N\rangle/d\beta\) with the derivative of a constant, `hs` solves for the slope, and `hc` is the symmetry of the covariance.

```lean
/-- If a differentiable `ν(β)` keeps `⟨N⟩` constant near `β` and `Var N > 0` there, then `dν/dβ =
Cov(E,N)/Var N` and `d⟨E⟩/dβ = -R ≤ 0`, where `R` is the reduced energy variance. -/
theorem energy_slope_fixed_composition (E N : S → ℝ) {ν : ℝ → ℝ} {ν' β x : ℝ}
    (hν : HasDerivAt ν ν' β) (hN : ∀ᶠ b in 𝓝 β, avg E N b (ν b) N = x)
    (hV : 0 < cov E N β (ν β) N N) :
    ν' = cov E N β (ν β) E N / cov E N β (ν β) N N ∧
    HasDerivAt (fun b => avg E N b (ν b) E) (-reducedVar E N β (ν β)) β ∧
    -reducedVar E N β (ν β) ≤ 0 := by
  -- constant composition fixes the slope of `ν`
  have h3 := (hasDerivAt_avg_path E N (hasDerivAt_id' β) hν N).unique
    ((hasDerivAt_const β x).congr_of_eventuallyEq hN)
  have hs : ν' = cov E N β (ν β) E N / cov E N β (ν β) N N := by
    rw [eq_div_iff hV.ne']
    linarith
  have hc : cov E N β (ν β) N E = cov E N β (ν β) E N := by
    have hf : (fun s => N s * E s) = fun s => E s * N s := funext fun s => mul_comm _ _
    simp only [cov]
    rw [hf]
    ring
  refine ⟨hs, (hasDerivAt_avg_path E N (hasDerivAt_id' β) hν E).congr_deriv ?_, ?_⟩
  · rw [hc, hs, reducedVar]
    ring
  · have h5 := (div_le_iff₀ hV).2 (cov_sq_le_and_eq_iff E N β (ν β) E N hV).1
    unfold reducedVar
    linarith
```

## From inverse temperature to heat capacity

Let \(k>0\) be Boltzmann's constant, which converts temperature to energy, and let \(T>0\) with \(\beta=1/(kT)\). Then \(d\beta/dT=-1/(kT^2)\), and the chain rule gives

\[
\frac{d\langle E\rangle}{dT}=(-R)\left(-\frac{1}{kT^2}\right)=\frac{R}{kT^2}.
\]

Here the theorem assumes the strict inequality \(\operatorname{Cov}(E,N)^2<\operatorname{Var}E\,\operatorname{Var}N\), which says that energy and composition both fluctuate and that the energy is not an affine function of the composition. It forces \(\operatorname{Var}N>0\), since otherwise the right side would be zero, and division by \(\operatorname{Var}N\) gives \(R>0\). The heat capacity is then strictly positive. The formula \(R/(kT^2)\) itself needs only \(\operatorname{Var}N>0\), and it gives zero when the energy is an affine function of the composition. The strict inequality needs at least three configurations: with two, either \(N\) is constant and both sides are zero, or the energy is affine in \(N\) and the sides are equal.

The proof first obtains `hV` from the strict inequality. It then differentiates \(1/(k\tau)\) at \(\tau=T\) in `hb` and composes the two derivatives.

```lean
/-- Let `β = 1/(kT)`, let a differentiable `ν(β)` keep `⟨N⟩` constant near `β`, and let `Cov(E,N)² <
Var E · Var N` there. Then the heat capacity at constant mean composition is the reduced energy
variance over `kT²`, and it is positive. -/
theorem heat_capacity_fixed_composition (E N : S → ℝ) {ν : ℝ → ℝ} {ν' β k T x : ℝ}
    (hk : 0 < k) (hT : 0 < T) (hβ : β = 1 / (k * T))
    (hν : HasDerivAt ν ν' β) (hN : ∀ᶠ b in 𝓝 β, avg E N b (ν b) N = x)
    (hEN : cov E N β (ν β) E N ^ 2 < cov E N β (ν β) E E * cov E N β (ν β) N N) :
    HasDerivAt (fun τ => avg E N (1 / (k * τ)) (ν (1 / (k * τ))) E)
      (reducedVar E N β (ν β) / (k * T ^ 2)) T ∧
    0 < reducedVar E N β (ν β) / (k * T ^ 2) := by
  have hV : 0 < cov E N β (ν β) N N := by
    refine (var_nonneg_and_eq_zero_iff E N β (ν β) N).1.lt_of_ne' fun h => ?_
    rw [h, mul_zero] at hEN
    exact absurd hEN (not_lt_of_ge (sq_nonneg _))
  constructor
  · have hb : HasDerivAt (fun τ : ℝ => 1 / (k * τ)) (-(1 / (k * T ^ 2))) T := by
      refine ((hasDerivAt_const T (1 : ℝ)).fun_div ((hasDerivAt_id' T).const_mul k)
        (mul_pos hk hT).ne').congr_deriv ?_
      field_simp
      ring
    have h := (energy_slope_fixed_composition E N hν hN hV).2.1
    -- chain rule from inverse temperature to temperature
    have h3 : HasDerivAt (fun τ => avg E N (1 / (k * τ)) (ν (1 / (k * τ))) E) _ T :=
      HasDerivAt.comp_of_eq T h hb hβ
    exact h3.congr_deriv (by ring)
  · have h := (div_lt_iff₀ hV).2 hEN
    have hR : 0 < reducedVar E N β (ν β) := by
      unfold reducedVar
      linarith
    positivity

end

end AlloyFixedComposition
```

## Estimating the terms in a simulation

A semi-grand-canonical Monte Carlo run at one pair \((\beta,\nu)\) can record \(E\) and \(N\) for each sampled configuration. The sample means of \(E\), \(N\), \(E^2\), \(EN\) and \(N^2\) estimate every term in \(R\), with statistical error. Subtracting from \(E\) and from \(N\) a reference value close to the respective mean, before accumulating the products, can reduce cancellation error. Equivalently, \(R\) is estimated by the residual variance in a least-squares fit of \(E\) by a straight line in \(N\) with an intercept, and the fitted slope estimates \(d\nu/d\beta\). For a small step \(\Delta\beta\), the update

\[
\nu\;\to\;\nu+\Delta\beta\,\frac{\operatorname{Cov}(E,N)}{\operatorname{Var}N}
\]

keeps the mean composition constant to first order.

```lean
#print axioms AlloyFixedComposition.partial_derivatives_composition
#print axioms AlloyFixedComposition.heat_capacity_fixed_composition
```

```
'AlloyFixedComposition.partial_derivatives_composition' depends on axioms: [propext, Classical.choice, Quot.sound]
'AlloyFixedComposition.heat_capacity_fixed_composition' depends on axioms: [propext, Classical.choice, Quot.sound]
```
